# A rational function with quadratic denominator matches four large-z moments exactly when its coefficients solve the Padé equations

In electronic-structure theory, the coefficients of a Green function's expansion in inverse powers of the frequency z are its spectral moments, and a rational function can be fitted to them. The lemma `hasMoments_pade_iff` takes (az + b)/(z² + cz + d) and says that it agrees with m₀/z + m₁/z² + m₂/z³ + m₃/z⁴ at large z, up to an error small compared with 1/z⁴, exactly when a = m₀, b = m₁ + cm₀, m₂ + cm₁ + dm₀ = 0 and m₃ + cm₂ + dm₁ = 0. All coefficients and moments are arbitrary complex numbers; no Hamiltonian or positive spectral weight is assumed, and numerator and denominator may share a factor. The proof multiplies the error, scaled by z⁴, by the denominator over z², which leaves a cubic polynomial plus terms that vanish at large z. For the forward direction it uses that a cubic tending to zero has only zero coefficients, and for the converse it divides the vanishing terms by the same factor.

An attempt in Lean 4 with a fault in it:

```lean
import Mathlib

open Filter Topology Bornology

namespace FroissartDoublet

noncomputable section

/-- The rational function `(a z + b) / (z² + c z + d)`, with Lean's value `0` at the zeros of its
denominator. -/
def pade (a b c d z : ℂ) : ℂ := (a * z + b) / (z ^ 2 + c * z + d)

/-- The function `f` has the large-`z` expansion `m₀/z + m₁/z² + m₂/z³ + m₃/z⁴` up to an
error that is small compared with `1/z⁴`. -/
def HasMoments (f : ℂ → ℂ) (m₀ m₁ m₂ m₃ : ℂ) : Prop :=
  Tendsto (fun z => z ^ 4 * (f z - (m₀ / z + m₁ / z ^ 2 + m₂ / z ^ 3 + m₃ / z ^ 4)))
    (cobounded ℂ) (𝓝 0)

private lemma eventually_ne : ∀ᶠ z : ℂ in cobounded ℂ, z ≠ 0 := by
  filter_upwards [(tendsto_norm_cobounded_atTop (E := ℂ)).eventually
    (eventually_gt_atTop 0)] with z hz
  exact norm_pos_iff.1 hz

private lemma tendsto_inv : Tendsto (fun z : ℂ => z⁻¹) (cobounded ℂ) (𝓝 0) := by
  rw [tendsto_zero_iff_norm_tendsto_zero]
  simp only [norm_inv]
  exact tendsto_inv_atTop_zero.comp tendsto_norm_cobounded_atTop

private lemma tendsto_inv_poly (A B C D : ℂ) :
    Tendsto (fun z : ℂ => A + B * z⁻¹ + C * z⁻¹ ^ 2 + D * z⁻¹ ^ 3) (cobounded ℂ) (𝓝 A) := by
  have hc : Continuous (fun w : ℂ => A + B * w + C * w ^ 2 + D * w ^ 3) := by fun_prop
  have h := (hc.tendsto 0).comp tendsto_inv
  simpa [Function.comp_def] using h

private lemma leading_zero (k : ℕ) (A B C D : ℂ)
    (h : Tendsto (fun z : ℂ => z ^ k * (A + B * z⁻¹ + C * z⁻¹ ^ 2 + D * z⁻¹ ^ 3))
      (cobounded ℂ) (𝓝 0)) : A = 0 := by
  have t := h.mul (tendsto_inv.pow k)
  rw [zero_mul] at t
  refine tendsto_nhds_unique (tendsto_inv_poly A B C D) (t.congr' ?_)
  filter_upwards [eventually_ne] with z hz
  rw [mul_right_comm, ← mul_pow, mul_inv_cancel₀ hz, one_pow, one_mul]

/-- A cubic polynomial that tends to zero at large `z` has only zero coefficients. -/
theorem cubic_coeffs (A B C D : ℂ)
    (h : Tendsto (fun z : ℂ => A * z ^ 3 + B * z ^ 2 + C * z + D) (cobounded ℂ) (𝓝 0)) :
    A = 0 ∧ B = 0 ∧ C = 0 ∧ D = 0 := by
  -- strip off the leading power, one after the other
  have hA : A = 0 := leading_zero 3 A B C D (h.congr' (by
    filter_upwards [eventually_ne] with z hz
    have e := mul_inv_cancel₀ hz
    generalize z⁻¹ = w at e ⊢
    linear_combination -(B * z ^ 2 + C * z * (1 + z * w)
      + D * (1 + z * w + z ^ 2 * w ^ 2)) * e))
  have hB : B = 0 := leading_zero 2 B C D 0 (h.congr' (by
    filter_upwards [eventually_ne] with z hz
    have e := mul_inv_cancel₀ hz
    generalize z⁻¹ = w at e ⊢
    linear_combination -(C * z + D * (1 + z * w)) * e + z ^ 3 * hA))
  have hC : C = 0 := leading_zero 1 C D 0 0 (h.congr' (by
    filter_upwards [eventually_ne] with z hz
    have e := mul_inv_cancel₀ hz
    generalize z⁻¹ = w at e ⊢
    linear_combination -D * e + z ^ 3 * hA + z ^ 2 * hB))
  have hD : D = 0 := leading_zero 0 D 0 0 0 (h.congr' (by
    filter_upwards with z
    linear_combination z ^ 3 * hA + z ^ 2 * hB + z * hC))
  exact ⟨hA, hB, hC, hD⟩

/-- The approximant has prescribed moments exactly when its coefficients solve the four
Padé equations. -/
theorem hasMoments_pade_iff (a b c d m₀ m₁ m₂ m₃ : ℂ) :
    HasMoments (pade a b c d) m₀ m₁ m₂ m₃ ↔
      a = m₀ ∧ b = m₁ + c * m₀ ∧ m₂ + c * m₁ + d * m₀ = 0 ∧ m₃ + c * m₂ + d * m₁ = 0 := by
  have hu := tendsto_inv_poly 1 c d 0
  have hr := tendsto_inv_poly 0 (-(c * m₃ + d * m₂)) (-(d * m₃)) 0
  -- the error times (denominator / z²) is a cubic plus vanishing terms
  have key : ∀ᶠ z : ℂ in cobounded ℂ,
      (1 + c * z⁻¹ + d * z⁻¹ ^ 2 + 0 * z⁻¹ ^ 3) * (z ^ 4 * (pade a b c d z -
        (m₀ / z + m₁ / z ^ 2 + m₂ / z ^ 3 + m₃ / z ^ 4))) =
      ((a - m₀) * z ^ 3 + (b - m₁ - c * m₀) * z ^ 2 + (-(m₂ + c * m₁ + d * m₀)) * z
        + (-(m₃ + c * m₂ + d * m₁))) +
      (0 + (-(c * m₃ + d * m₂)) * z⁻¹ + (-(d * m₃)) * z⁻¹ ^ 2 + 0 * z⁻¹ ^ 3) := by
    filter_upwards [eventually_ne, hu.eventually_ne one_ne_zero] with z hz hne
    have hQ : z ^ 2 + c * z + d ≠ 0 := by
      intro h
      apply hne
      have e := mul_inv_cancel₀ hz
      generalize z⁻¹ = w at e ⊢
      linear_combination w ^ 2 * h - (1 + z * w + c * w) * e
    unfold pade
    field_simp
    ring
  constructor
  · intro h
    unfold HasMoments at h
    have t := ((hu.mul h).congr' key).sub hr
    simp only [add_sub_cancel_right, mul_zero, sub_zero] at t
    obtain ⟨hA, hB, hC, hD⟩ := cubic_coeffs _ _ _ _ t
    exact ⟨by linear_combination hA, by linear_combination hB,
      by linear_combination -hC, by linear_combination -hD⟩
  · rintro ⟨ha, hb, hc, hd⟩
    have t := hr.div hu one_ne_zero
    rw [zero_div] at t
    refine t.congr' ?_
    filter_upwards [key, hu.eventually_ne one_ne_zero] with z hk hne
    rw [div_eq_iff hne]
    linear_combination -hk - z ^ 3 * ha - z ^ 2 * hb + z * hc + hd

end

end FroissartDoublet
```

Lean reports:

```
Try this:
  [apply] ring_nf
  
  The `ring` tactic failed to close the goal. Use `ring_nf` to obtain a normal form.
    
  Note that `ring` works primarily in *commutative* rings. If you have a noncommutative ring, abelian group or module, consider using `noncomm_ring`, `abel` or `module` instead.
Main.lean:83:80: error: unsolved goals
a b c d m₀ m₁ m₂ m₃ : ℂ
hu : Tendsto (fun z => 1 + c * z⁻¹ + d * z⁻¹ ^ 2 + 0 * z⁻¹ ^ 3) (cobounded ℂ) (𝓝 1)
hr : Tendsto (fun z => 0 + -(c * m₃ + d * m₂) * z⁻¹ + -(d * m₃) * z⁻¹ ^ 2 + 0 * z⁻¹ ^ 3) (cobounded ℂ) (𝓝 0)
z : ℂ
hz : z ≠ 0
hne : 1 + c * z⁻¹ + d * z⁻¹ ^ 2 + 0 * z⁻¹ ^ 3 ≠ 0
hQ : z ^ 2 + c * z + d ≠ 0
⊢ -(z * d * m₃) - z ^ 2 * c * m₃ - z ^ 2 * d * m₂ - z ^ 3 * c * m₂ - z ^ 3 * d * m₁ - z ^ 3 * m₃ - z ^ 4 * c * m₁ -
                          z ^ 4 * d * m₀ -
                        z ^ 4 * m₂ -
                      z ^ 5 * c * m₀ +
                    z ^ 5 * d * b * (z * c + z ^ 2 + d)⁻¹ -
                  z ^ 5 * m₁ +
                z ^ 6 * c * b * (z * c + z ^ 2 + d)⁻¹ +
              z ^ 6 * d * a * (z * c + z ^ 2 + d)⁻¹ -
            z ^ 6 * m₀ +
          z ^ 7 * c * a * (z * c + z ^ 2 + d)⁻¹ +
        z ^ 7 * b * (z * c + z ^ 2 + d)⁻¹ +
      z ^ 8 * a * (z * c + z ^ 2 + d)⁻¹ =
    -(z * d * m₃) - z ^ 2 * c * m₃ - z ^ 2 * d * m₂ - z ^ 3 * c * m₂ - z ^ 3 * d * m₁ - z ^ 3 * m₃ - z ^ 4 * c * m₁ -
                  z ^ 4 * d * m₀ -
                z ^ 4 * m₂ -
              z ^ 5 * c * m₀ +
            z ^ 5 * b -
          z ^ 5 * m₁ +
        z ^ 6 * a -
      z ^ 6 * m₀
Main.lean:107:8: error: Tactic `rewrite` failed: Did not find an occurrence of the pattern
  @Eq ℂ (?m.930 / (1 + c * z⁻¹ + d * z⁻¹ ^ 2 + 0 * z⁻¹ ^ 3)) ?m.932
in the target expression
  @Eq ℂ
    (((fun z => 0 + -(c * m₃ + d * m₂) * z⁻¹ + -(d * m₃) * z⁻¹ ^ 2 + 0 * z⁻¹ ^ 3) / fun z =>
        1 + c * z⁻¹ + d * z⁻¹ ^ 2 + 0 * z⁻¹ ^ 3)
      z)
    (z ^ 4 * (pade a b c d z - (m₀ / z + m₁ / z ^ 2 + m₂ / z ^ 3 + m₃ / z ^ 4)))

a b c d m₀ m₁ m₂ m₃ : ℂ
hu : Tendsto (fun z => 1 + c * z⁻¹ + d * z⁻¹ ^ 2 + 0 * z⁻¹ ^ 3) (cobounded ℂ) (𝓝 1)
hr : Tendsto (fun z => 0 + -(c * m₃ + d * m₂) * z⁻¹ + -(d * m₃) * z⁻¹ ^ 2 + 0 * z⁻¹ ^ 3) (cobounded ℂ) (𝓝 0)
key :
  ∀ᶠ (z : ℂ) in cobounded ℂ,
    (1 + c * z⁻¹ + d * z⁻¹ ^ 2 + 0 * z⁻¹ ^ 3) *
        (z ^ 4 * (pade a b c d z - (m₀ / z + m₁ / z ^ 2 + m₂ / z ^ 3 + m₃ / z ^ 4))) =
      (a - m₀) * z ^ 3 + (b - m₁ - c * m₀) * z ^ 2 + -(m₂ + c * m₁ + d * m₀) * z + -(m₃ + c * m₂ + d * m₁) +
        (0 + -(c * m₃ + d * m₂) * z⁻¹ + -(d * m₃) * z⁻¹ ^ 2 + 0 * z⁻¹ ^ 3)
ha : a = m₀
hb : b = m₁ + c * m₀
hc : m₂ + c * m₁ + d * m₀ = 0
hd : m₃ + c * m₂ + d * m₁ = 0
t :
  Tendsto
    ((fun z => 0 + -(c * m₃ + d * m₂) * z⁻¹ + -(d * m₃) * z⁻¹ ^ 2 + 0 * z⁻¹ ^ 3) / fun z =>
      1 + c * z⁻¹ + d * z⁻¹ ^ 2 + 0 * z⁻¹ ^ 3)
    (cobounded ℂ) (𝓝 0)
z : ℂ
hk :
  (1 + c * z⁻¹ + d * z⁻¹ ^ 2 + 0 * z⁻¹ ^ 3) *
      (z ^ 4 * (pade a b c d z - (m₀ / z + m₁ / z ^ 2 + m₂ / z ^ 3 + m₃ / z ^ 4))) =
    (a - m₀) * z ^ 3 + (b - m₁ - c * m₀) * z ^ 2 + -(m₂ + c * m₁ + d * m₀) * z + -(m₃ + c * m₂ + d * m₁) +
      (0 + -(c * m₃ + d * m₂) * z⁻¹ + -(d * m₃) * z⁻¹ ^ 2 + 0 * z⁻¹ ^ 3)
hne : 1 + c * z⁻¹ + d * z⁻¹ ^ 2 + 0 * z⁻¹ ^ 3 ≠ 0
⊢ ((fun z => 0 + -(c * m₃ + d * m₂) * z⁻¹ + -(d * m₃) * z⁻¹ ^ 2 + 0 * z⁻¹ ^ 3) / fun z =>
        1 + c * z⁻¹ + d * z⁻¹ ^ 2 + 0 * z⁻¹ ^ 3)
      z =
    z ^ 4 * (pade a b c d z - (m₀ / z + m₁ / z ^ 2 + m₂ / z ^ 3 + m₃ / z ^ 4))
```

Diagnosis. In the first error, `field_simp` has left the inverse of z² + cz + d in the goal, although `hQ` says that this denominator is nonzero. The reason is that `field_simp` pulls common factors out of sums, so it turns the denominator into z(z + c) + d and then needs that expression to be nonzero. `hQ` states the fact for the unfactored form and isn't recognised as a proof. The message hides this, because `ring_nf` has multiplied the factored form out again. `ring` doesn't use hypotheses such as `hQ` and treats the inverse of a sum as a new unknown, so it cannot cancel it against the sum.

The repair uses `hQ` directly, through `div_mul_cancel₀`, to get the approximant's value times its denominator equal to az + b. It then calls that value `f` and replaces `b` by an expression in `f`. Only powers of z remain as denominators; `field_simp` clears these with `hz`, and `ring` finishes.

The second error is one of form. The limit `t`, built with `hr.div hu`, concerns a quotient of two functions, so the goal has that quotient applied to `z`. `rw [div_eq_iff hne]` looks for a quotient of two complex numbers and doesn't find it. `simp only [Pi.div_apply]` turns the one into the other, after which the rewrite applies.

The added comment only describes the new step.

This version goes through:

```diff
@@ -89,5 +89,9 @@
       generalize z⁻¹ = w at e ⊢
       linear_combination w ^ 2 * h - (1 + z * w + c * w) * e
-    unfold pade
+    -- clear the denominator of the approximant and eliminate b
+    have h1 : pade a b c d z * (z ^ 2 + c * z + d) = a * z + b := div_mul_cancel₀ _ hQ
+    generalize pade a b c d z = f at h1 ⊢
+    have hb : b = f * (z ^ 2 + c * z + d) - a * z := by linear_combination -h1
+    rw [hb]
     field_simp
     ring
@@ -105,4 +109,5 @@
     refine t.congr' ?_
     filter_upwards [key, hu.eventually_ne one_ne_zero] with z hk hne
+    simp only [Pi.div_apply]
     rw [div_eq_iff hne]
     linear_combination -hk - z ^ 3 * ha - z ^ 2 * hb + z * hc + hd
```
